# No power-law attraction between superposed exponential densities from a Lipschitz semilocal functional with zero vacuum energy

Two atoms on a line, centred at $0$ and $R$, have densities $n_1(x)=e^{-k|x|}$ and $n_2(x)=e^{-k|x-R|}$, where $k$ is the decay rate (not a wave number). Real neutral atoms attract at long range through dispersion, with an energy that falls off as a power of $R$. The question is whether a semilocal functional, whose energy density $f(n,n')$ depends only on the local density and its gradient, can give such a tail. Its interaction energy is

$$E(R)=\int\big[f(n_1+n_2,\,n_1'+n_2')-f(n_1,n_1')-f(n_2,n_2')\big]\,dx .$$

```lean
import Mathlib

open MeasureTheory Filter Topology

namespace SemilocalDispersion

noncomputable section
```

`density k c` is the exponential centred at `c`. It has peak value 1 and is not normalised.

```lean
/-- The exponential density `exp (-k |x - c|)` of a one-dimensional atom centred at `c`. -/
def density (k c x : ℝ) : ℝ := Real.exp (-k * |x - c|)
```

`slope k c` is its gradient. The value chosen at the cusp affects a single point and no integral.

```lean
/-- The gradient of the exponential density, with the right-hand value at the cusp `x = c`. -/
def slope (k c x : ℝ) : ℝ := if x < c then k * density k c x else -(k * density k c x)
```

`SumLipschitz L f` states $|f(p)-f(q)|\le L(|p_1-q_1|+|p_2-q_2|)$ for all real pairs $p,q$.

```lean
/-- The energy density `f (n, n')` is `L`-Lipschitz in the sum norm. -/
def SumLipschitz (L : ℝ) (f : ℝ × ℝ → ℝ) : Prop :=
  ∀ p q, |f p - f q| ≤ L * (|p.1 - q.1| + |p.2 - q.2|)
```

The integrand and the energy take densities `n₁`, `n₂` and gradients `g₁`, `g₂` as separate functions.

```lean
/-- Energy density of the joined system minus those of the two fragments, which have
densities `n₁`, `n₂` and gradients `g₁`, `g₂`. -/
def interactionDensity (f : ℝ × ℝ → ℝ) (n₁ g₁ n₂ g₂ : ℝ → ℝ) (x : ℝ) : ℝ :=
  f (n₁ x + n₂ x, g₁ x + g₂ x) - f (n₁ x, g₁ x) - f (n₂ x, g₂ x)

/-- The semilocal interaction energy: the interaction density integrated over the line. -/
def interactionEnergy (f : ℝ × ℝ → ℝ) (n₁ g₁ n₂ g₂ : ℝ → ℝ) : ℝ :=
  ∫ x, interactionDensity f n₁ g₁ n₂ g₂ x
```

The next theorem ties `slope` to `density` by differentiating $e^{-k|x-c|}$ on each side of the cusp.

```lean
/-- Away from the cusp, `slope` is the derivative of the exponential density. -/
theorem hasDerivAt_density (k : ℝ) {c x : ℝ} (hx : x ≠ c) :
    HasDerivAt (density k c) (slope k c x) x := by
  rcases lt_or_gt_of_ne hx with h | h
  · have h1 := (hasDerivAt_abs_neg (sub_neg.2 h)).comp x ((hasDerivAt_id' x).sub_const c)
    refine ((h1.const_mul (-k)).exp).congr_deriv ?_
    simp only [slope, if_pos h, density, Function.comp_apply]
    ring
  · have h1 := (hasDerivAt_abs_pos (sub_pos.2 h)).comp x ((hasDerivAt_id' x).sub_const c)
    refine ((h1.const_mul (-k)).exp).congr_deriv ?_
    simp only [slope, if_neg (not_lt.2 (le_of_lt h)), density, Function.comp_apply]
    ring
```

## Decay rate $k>0$: finitely many particles

A positive $k$ means that each atom is localised. By hand, $\int e^{-k|x-c|}dx=2\int_0^\infty e^{-ks}ds=2/k$. The proof shifts the centre to the origin and uses the same half-line integral. Integrability then follows because Lean gives a non-integrable function the integral $0$, and $2/k\neq0$.

```lean
/-- For `k > 0` the exponential density is integrable and holds `2 / k` particles. -/
theorem integral_density {k : ℝ} (hk : 0 < k) (c : ℝ) :
    Integrable (density k c) ∧ ∫ x, density k c x = 2 / k := by
  have h : ∫ x, density k c x = 2 / k := by
    have h0 : ∫ x, density k c x = ∫ x : ℝ, Real.exp (-k * |x|) :=
      integral_sub_right_eq_self (fun x : ℝ => Real.exp (-k * |x|)) c
    rw [h0, integral_comp_abs (f := fun x => Real.exp (-k * x)),
      integral_exp_mul_Ioi (neg_lt_zero.2 hk) 0, mul_zero, Real.exp_zero, neg_div_neg_eq]
    ring
  refine ⟨?_, h⟩
  by_contra hn
  have h' := h.symm.trans (integral_undef hn)
  have hp : 0 < 2 / k := by positivity
  exact absurd h' hp.ne'
```

At $k=0$ both densities equal 1 everywhere. The Lipschitz choice $f=\min(|n|,1)$ then has the constant interaction density $-1$, which is not integrable.

## Distance $R\ge 0$: the pointwise minimum is centred at the midpoint

For $x\le R/2$ we have $|x|\le R-x$, so the atom at $R$ has the smaller density there:

$$e^{-k(R-x)}=e^{-kR/2}\,e^{-k(R/2-x)} .$$

The mirror-image argument covers $x\ge R/2$, and together

$$\min(n_1,n_2)=e^{-kR/2}\,e^{-k|x-R/2|} .$$

The proof makes the same split at the midpoint. For $R<0$ this identity is false, as $x=R/2$ shows.

```lean
/-- For `k > 0` and `R ≥ 0`, the smaller of two exponential densities at distance `R` is an
exponential density at the bond midpoint, scaled by `exp (-k R / 2)`. -/
theorem min_density {k R : ℝ} (hk : 0 < k) (hR : 0 ≤ R) (x : ℝ) :
    min (density k 0 x) (density k R x) =
      Real.exp (-(k * R / 2)) * density k (R / 2) x := by
  unfold density
  rw [← Real.exp_add]
  rcases le_total x (R / 2) with h | h
  · have h1 : |x - 0| ≤ -(x - R) := abs_le.2 ⟨by linarith, by linarith⟩
    rw [abs_of_nonpos (by linarith : x - R ≤ 0), abs_of_nonpos (by linarith : x - R / 2 ≤ 0),
      min_eq_right (Real.exp_le_exp.2 (by nlinarith [mul_le_mul_of_nonneg_left h1 hk.le]))]
    congr 1
    ring
  · have h1 : |x - R| ≤ x - 0 := abs_le.2 ⟨by linarith, by linarith⟩
    rw [abs_of_nonneg (by linarith : 0 ≤ x - 0), abs_of_nonneg (by linarith : 0 ≤ x - R / 2),
      min_eq_left (Real.exp_le_exp.2 (by nlinarith [mul_le_mul_of_nonneg_left h1 hk.le]))]
    congr 1
    ring
```

## Lipschitz $f$ with $f(0,0)=0$: bounded response and an empty vacuum

The constant $L$ limits how strongly the energy density responds to a change in density or gradient. The condition $f(0,0)=0$ says that empty space has no energy. For $u=(n_1,n_1')$ and $v=(n_2,n_2')$ they give

$$|f(u+v)-f(u)-f(v)|\le|f(u+v)-f(u)|+|f(v)-f(0,0)|\le 2L(|v_1|+|v_2|).$$

The lemma applies the Lipschitz condition to these same two differences.

```lean
/-- If `f` is `L`-Lipschitz and vanishes at zero density and gradient, its failure to be
additive is at most `2 L` times the sum norm of the second argument. -/
theorem abs_nonadditive_le {f : ℝ × ℝ → ℝ} {L : ℝ} (hf : SumLipschitz L f)
    (hf0 : f (0, 0) = 0) (u v : ℝ × ℝ) :
    |f (u + v) - f u - f v| ≤ 2 * L * (|v.1| + |v.2|) := by
  have h1 := hf (u + v) u
  have h2 := hf v (0, 0)
  simp only [Prod.fst_add, Prod.snd_add, add_sub_cancel_left, sub_zero, hf0] at h1 h2
  have a := abs_le.1 h1
  have b := abs_le.1 h2
  exact abs_le.2 ⟨by linarith [a.1, b.2], by linarith [a.2, b.1]⟩
```

Without the vacuum condition, the interaction density of the two atoms tends to $-f(0,0)\ne0$ far away and is not integrable. If the Lipschitz condition is weakened to continuity, a power law can appear: take $f=(1+\ln(1/n))^{-2}$ for $0<n\le1$, with $f=0$ for $n\le0$ and $f=1$ for $n\ge1$. A single atom then has energy density $(1+k|x|)^{-2}$, and the interaction is an attraction that falls off as $1/R$.

## Exponential envelopes: no algebraic tails

The general theorem admits any measurable fragments with $|n_i|+|g_i|\le C\,e^{-k|x-c_i|}$, where $c_1=0$, $c_2=R$ and $C$ sets the strength of the envelope. Exchanging $u$ and $v$ in the last estimate lets the smaller envelope control the integrand:

$$|E(R)|\le 2LC\int\min(e^{-k|x|},e^{-k|x-R|})\,dx=\frac{4LC}{k}\,e^{-kR/2}.$$

In the proof, `hb` is the pointwise bound, and `min_choice` selects which of the two estimates to use. The Lipschitz condition also makes $f$ continuous, so the integrand is measurable; the integrable bound then gives both conclusions.

```lean
/-- Let `f` be `L`-Lipschitz with `f (0, 0) = 0`, and let two fragments at distance `R ≥ 0` have
measurable densities and gradients, with `|nᵢ| + |gᵢ|` at most `C` times the exponential density of
rate `k > 0` centred at `0` for the first fragment and at `R` for the second. Then the interaction
density is integrable and the energy is at most `(4 L C / k) exp (-k R / 2)` in size. -/
theorem abs_interactionEnergy_le {f : ℝ × ℝ → ℝ} {L k R C : ℝ} {n₁ g₁ n₂ g₂ : ℝ → ℝ}
    (hk : 0 < k) (hR : 0 ≤ R) (hf : SumLipschitz L f) (hf0 : f (0, 0) = 0)
    (hn₁ : Measurable n₁) (hg₁ : Measurable g₁) (hn₂ : Measurable n₂) (hg₂ : Measurable g₂)
    (h₁ : ∀ x, |n₁ x| + |g₁ x| ≤ C * density k 0 x)
    (h₂ : ∀ x, |n₂ x| + |g₂ x| ≤ C * density k R x) :
    Integrable (interactionDensity f n₁ g₁ n₂ g₂) ∧
      |interactionEnergy f n₁ g₁ n₂ g₂| ≤ 4 * L * C / k * Real.exp (-(k * R / 2)) := by
  have hL : 0 ≤ L := by simpa using (abs_nonneg _).trans (hf (1, 0) (0, 0))
  have hc : Continuous f := by
    refine (LipschitzWith.of_dist_le' (K := 2 * L) fun p q => ?_).continuous
    have d1 : |p.1 - q.1| ≤ dist p q := by rw [Prod.dist_eq]; exact le_max_left _ _
    have d2 : |p.2 - q.2| ≤ dist p q := by rw [Prod.dist_eq]; exact le_max_right _ _
    rw [Real.dist_eq]
    linarith [hf p q, mul_le_mul_of_nonneg_left (add_le_add d1 d2) hL]
  -- pointwise, the smaller fragment controls the interaction
  have hb : ∀ x, ‖interactionDensity f n₁ g₁ n₂ g₂ x‖ ≤
      2 * L * C * Real.exp (-(k * R / 2)) * density k (R / 2) x := by
    intro x
    rw [mul_assoc, ← min_density hk hR x, Real.norm_eq_abs]
    have a1 := abs_nonadditive_le hf hf0 (n₁ x, g₁ x) (n₂ x, g₂ x)
    have a2 := abs_nonadditive_le hf hf0 (n₂ x, g₂ x) (n₁ x, g₁ x)
    have b1 := mul_le_mul_of_nonneg_left (h₁ x) (by positivity : 0 ≤ 2 * L)
    have b2 := mul_le_mul_of_nonneg_left (h₂ x) (by positivity : 0 ≤ 2 * L)
    simp only [Prod.mk_add_mk] at a1 a2
    rw [add_comm (n₂ x), add_comm (g₂ x), sub_right_comm] at a2
    unfold interactionDensity
    rcases min_choice (density k 0 x) (density k R x) with h | h <;> rw [h] <;> linarith
  have hm : Measurable (interactionDensity f n₁ g₁ n₂ g₂) :=
    ((hc.measurable.comp ((hn₁.add hn₂).prodMk (hg₁.add hg₂))).sub
      (hc.measurable.comp (hn₁.prodMk hg₁))).sub (hc.measurable.comp (hn₂.prodMk hg₂))
  obtain ⟨hi, hv⟩ := integral_density hk (R / 2)
  have hi' := hi.const_mul (2 * L * C * Real.exp (-(k * R / 2)))
  refine ⟨hi'.mono' hm.aestronglyMeasurable (.of_forall hb), ?_⟩
  have h := norm_integral_le_of_norm_le hi' (.of_forall hb)
  rw [integral_const_mul, hv, Real.norm_eq_abs] at h
  exact h.trans_eq (by ring)
```

Algebraic tails change the outcome: with $n=1/(1+x^2)$ for each atom and $f=|n'|$, the energy behaves as $-12/R^2$ at large $R$. Measurability carries no physical restriction, but without it the integral may have no meaning.

For the exponential atoms $|n'|=kn$, so $|n|+|n'|=(1+k)n$ and $C=1+k$. The proof checks this envelope and applies the general theorem.

```lean
/-- For `f` `L`-Lipschitz with `f (0, 0) = 0`, two exponential densities of rate `k > 0` at
distance `R ≥ 0` interact with an energy of size at most `(4 L (1 + k) / k) exp (-k R / 2)`. -/
theorem exponential_interaction_le {f : ℝ × ℝ → ℝ} {L k R : ℝ} (hk : 0 < k) (hR : 0 ≤ R)
    (hf : SumLipschitz L f) (hf0 : f (0, 0) = 0) :
    Integrable (interactionDensity f (density k 0) (slope k 0) (density k R) (slope k R)) ∧
      |interactionEnergy f (density k 0) (slope k 0) (density k R) (slope k R)| ≤
        4 * L * (1 + k) / k * Real.exp (-(k * R / 2)) := by
  have hd : ∀ c, Measurable (density k c) := fun c => by
    unfold density
    exact Continuous.measurable (by fun_prop)
  have hs : ∀ c, Measurable (slope k c) := fun c =>
    Measurable.ite measurableSet_Iio ((hd c).const_mul k) ((hd c).const_mul k).neg
  have hb : ∀ c x, |density k c x| + |slope k c x| ≤ (1 + k) * density k c x := by
    intro c x
    have hp : 0 < density k c x := Real.exp_pos _
    have h : |slope k c x| = k * density k c x := by
      unfold slope
      split_ifs
      · exact abs_of_pos (mul_pos hk hp)
      · rw [abs_neg, abs_of_pos (mul_pos hk hp)]
    rw [h, abs_of_pos hp]
    linarith
  exact abs_interactionEnergy_le hk hR hf hf0 (hd 0) (hs 0) (hd R) (hs R) (hb 0) (hb R)
```

For atoms normalised to one particle, the densities carry a factor $k/2$, so $C=k(1+k)/2$ and the bound becomes $2L(1+k)e^{-kR/2}$.

Since $R^m e^{-kR/2}\to0$ for every natural number $m$, the product $R^mE(R)$ also vanishes as $R\to\infty$. The proof squeezes its absolute value between zero and a constant multiple of $R^m e^{-kR/2}$.

```lean
/-- No power-law attraction: for `f` Lipschitz with `f (0, 0) = 0` and `k > 0`, the interaction
energy of two exponential densities times any power `R ^ m` tends to zero as `R` grows. -/
theorem no_power_law {f : ℝ × ℝ → ℝ} {L k : ℝ} (hk : 0 < k)
    (hf : SumLipschitz L f) (hf0 : f (0, 0) = 0) (m : ℕ) :
    Tendsto (fun R : ℝ => R ^ m *
      interactionEnergy f (density k 0) (slope k 0) (density k R) (slope k R)) atTop (𝓝 0) := by
  have h := (tendsto_rpow_mul_exp_neg_mul_atTop_nhds_zero (m : ℝ) (k / 2)
    (by positivity)).const_mul (4 * L * (1 + k) / k)
  rw [mul_zero] at h
  refine squeeze_zero_norm' ?_ h
  filter_upwards [eventually_ge_atTop (0 : ℝ)] with R hR
  have hE := mul_le_mul_of_nonneg_left (exponential_interaction_le hk hR hf hf0).2
    (pow_nonneg hR m)
  rw [norm_mul, Real.norm_eq_abs, Real.norm_eq_abs, abs_of_nonneg (pow_nonneg hR m),
    Real.rpow_natCast, show -(k / 2) * R = -(k * R / 2) by ring]
  exact hE.trans_eq (by ring)
```

In this one-dimensional model with frozen densities, a semilocal term that is Lipschitz and vanishes at $(0,0)$ therefore cannot supply a dispersion tail. The energy density $f=-n^{4/3}$, the form of local-density exchange in three dimensions, is not Lipschitz for all real $n$, but only $0<n\le2$ enters here. Continuing $f$ as a constant on each side of $[0,2]$ makes it Lipschitz and leaves $E(R)$ unchanged, so the result applies to it as well. The theorem does not cover three-dimensional atoms, or an $f$ that is not Lipschitz on the values that the density and gradient take. It also assumes superposition, whereas a self-consistent molecular density is not exactly the sum of undistorted atomic densities.

## The rate $k/2$ is attained by $f=|n'|$

This $f$ has $L=1$. Outside the two centres the gradients have equal signs and the integrand vanishes. Between them $n_1'=-kn_1$ and $n_2'=kn_2$, so it equals

$$k|n_2-n_1|-kn_1-kn_2=-2k\min(n_1,n_2).$$

The remaining integral is

$$\int_0^R e^{-k|x-R/2|}dx=2\int_0^{R/2}e^{-ks}ds=\frac2k\big(1-e^{-kR/2}\big),$$

which the proof obtains by splitting at the midpoint and using antiderivatives.

```lean
/-- For `k > 0` and `R ≥ 0`, an exponential density at the bond midpoint holds
`(2 / k) (1 - exp (-k R / 2))` particles between the two centres. -/
theorem integral_density_bond {k R : ℝ} (hk : 0 < k) (hR : 0 ≤ R) :
    ∫ x in (0 : ℝ)..R, density k (R / 2) x = 2 / k * (1 - Real.exp (-(k * R / 2))) := by
  have hA : ∀ a : ℝ, a ≠ 0 → ∀ p q : ℝ, ∫ x in p..q, Real.exp (a * (x - R / 2)) =
      Real.exp (a * (q - R / 2)) / a - Real.exp (a * (p - R / 2)) / a := by
    intro a ha p q
    refine intervalIntegral.integral_eq_sub_of_hasDerivAt
      (f := fun x => Real.exp (a * (x - R / 2)) / a) (fun x _ => ?_)
      (Continuous.intervalIntegrable (by fun_prop) _ _)
    exact ((((hasDerivAt_id' x).sub_const (R / 2)).const_mul a).exp.div_const a).congr_deriv
      (by field_simp)
  have hl : ∫ x in (0 : ℝ)..(R / 2), density k (R / 2) x =
      ∫ x in (0 : ℝ)..(R / 2), Real.exp (k * (x - R / 2)) := by
    refine intervalIntegral.integral_congr fun x hx => ?_
    rw [Set.uIcc_of_le (by linarith)] at hx
    simp only [density]
    rw [abs_of_nonpos (by linarith [hx.2])]
    congr 1
    ring
  have hr : ∫ x in (R / 2)..R, density k (R / 2) x =
      ∫ x in (R / 2)..R, Real.exp (-k * (x - R / 2)) := by
    refine intervalIntegral.integral_congr fun x hx => ?_
    rw [Set.uIcc_of_le (by linarith)] at hx
    simp only [density]
    rw [abs_of_nonneg (by linarith [hx.1])]
  have hi : ∀ p q : ℝ, IntervalIntegrable (density k (R / 2)) volume p q := fun p q =>
    (integral_density hk (R / 2)).1.intervalIntegrable
  rw [← intervalIntegral.integral_add_adjacent_intervals (hi 0 (R / 2)) (hi (R / 2) R), hl, hr,
    hA k hk.ne', hA (-k) (neg_ne_zero.2 hk.ne'), show k * (R / 2 - R / 2) = 0 by ring,
    show k * (0 - R / 2) = -(k * R / 2) by ring, show -k * (R - R / 2) = -(k * R / 2) by ring,
    show -k * (R / 2 - R / 2) = 0 by ring, Real.exp_zero]
  simp only [div_neg]
  ring
```

Multiplying by $-2k\,e^{-kR/2}$ gives $E(R)=-4e^{-kR/2}(1-e^{-kR/2})$. The proof distinguishes $x<0$, $0\le x<R$ and $x\ge R$, and writes the integrand as an indicator function on the middle interval. No bound with a decay rate above $k/2$ can therefore hold for all Lipschitz $f$ that vanish at $(0,0)$.

```lean
/-- The energy density `|n'|` is `1`-Lipschitz, and for `k > 0`, `R ≥ 0` it gives two exponential
densities the interaction energy `-4 exp (-k R / 2) (1 - exp (-k R / 2))`. -/
theorem gradient_interaction_eq {k R : ℝ} (hk : 0 < k) (hR : 0 ≤ R) :
    SumLipschitz 1 (fun p => |p.2|) ∧
      interactionEnergy (fun p => |p.2|) (density k 0) (slope k 0) (density k R) (slope k R) =
        -4 * Real.exp (-(k * R / 2)) * (1 - Real.exp (-(k * R / 2))) := by
  constructor
  · intro p q
    have h : |(|p.2| - |q.2|)| ≤ |p.2 - q.2| := abs_norm_sub_norm_le p.2 q.2
    have h' := abs_nonneg (p.1 - q.1)
    show |(|p.2| - |q.2|)| ≤ _
    linarith
  -- the gradients cancel only between the two centres
  have hpt : ∀ x, interactionDensity (fun p => |p.2|) (density k 0) (slope k 0) (density k R)
      (slope k R) x = (Set.Ico 0 R).indicator
        (fun x => -2 * k * Real.exp (-(k * R / 2)) * density k (R / 2) x) x := by
    intro x
    have q0 : 0 < k * density k 0 x := mul_pos hk (Real.exp_pos _)
    have qR : 0 < k * density k R x := mul_pos hk (Real.exp_pos _)
    by_cases h0 : x < 0
    · rw [Set.indicator_of_notMem (fun h => absurd h.1 (not_le_of_gt h0))]
      simp only [interactionDensity, slope, if_pos h0, if_pos (lt_of_lt_of_le h0 hR)]
      rw [abs_of_pos (add_pos q0 qR), abs_of_pos q0, abs_of_pos qR]
      ring
    by_cases h1 : x < R
    · rw [Set.indicator_of_mem (show x ∈ Set.Ico 0 R from ⟨not_lt.1 h0, h1⟩)]
      simp only [interactionDensity, slope, if_neg h0, if_pos h1]
      rw [mul_assoc (-2 * k), ← min_density hk hR x, abs_neg, abs_of_pos q0, abs_of_pos qR]
      rcases le_total (density k 0 x) (density k R x) with h | h
      · have h2 := mul_le_mul_of_nonneg_left h hk.le
        rw [min_eq_left h, abs_of_nonneg (by linarith)]
        ring
      · have h2 := mul_le_mul_of_nonneg_left h hk.le
        rw [min_eq_right h, abs_of_nonpos (by linarith)]
        ring
    · rw [Set.indicator_of_notMem (fun h => h1 h.2)]
      simp only [interactionDensity, slope, if_neg h0, if_neg h1]
      rw [← neg_add, abs_neg, abs_neg, abs_neg, abs_of_pos (add_pos q0 qR), abs_of_pos q0,
        abs_of_pos qR]
      ring
  have h1 : interactionEnergy (fun p => |p.2|) (density k 0) (slope k 0) (density k R)
      (slope k R) = ∫ x in Set.Ico 0 R,
        -2 * k * Real.exp (-(k * R / 2)) * density k (R / 2) x :=
    (integral_congr_ae (.of_forall hpt)).trans (integral_indicator measurableSet_Ico)
  rw [h1, integral_const_mul, integral_Ico_eq_integral_Ioc,
    ← intervalIntegral.integral_of_le hR, integral_density_bond hk hR]
  have h2 : k * (2 / k) = 2 := by field_simp
  linear_combination
    (-2 * Real.exp (-(k * R / 2)) * (1 - Real.exp (-(k * R / 2)))) * h2

end

end SemilocalDispersion
```

```lean
#print axioms SemilocalDispersion.hasDerivAt_density
-- 'SemilocalDispersion.hasDerivAt_density' depends on axioms: [propext, Classical.choice, Quot.sound]
#print axioms SemilocalDispersion.no_power_law
-- 'SemilocalDispersion.no_power_law' depends on axioms: [propext, Classical.choice, Quot.sound]
#print axioms SemilocalDispersion.gradient_interaction_eq
-- 'SemilocalDispersion.gradient_interaction_eq' depends on axioms: [propext, Classical.choice, Quot.sound]
```
